# n rotations by ±s/√n, with sign and coordinate axis drawn at random, reduce the mean spin to exp(−s²/3) of its initial value as n → ∞

When the time step of a spin simulation with random thermal rotations is cut to a quarter, the rotation angle per step is halved, not quartered. For independent small rotations about the coordinate axes, with both signs equally likely and without precession or damping, this scaling keeps the decay of the mean spin over a fixed time the same in the limit of many steps.

In Lean 4 with Mathlib:

```lean
import Mathlib

open Matrix Filter Topology

namespace ThermalSpinKicks

noncomputable section

/-- The matrix of a rotation by the angle `θ` about the coordinate axis `k`. -/
def rot (θ : ℝ) (k : Fin 3) : Matrix (Fin 3) (Fin 3) ℝ :=
  ![!![1, 0, 0; 0, Real.cos θ, -Real.sin θ; 0, Real.sin θ, Real.cos θ],
    !![Real.cos θ, 0, Real.sin θ; 0, 1, 0; -Real.sin θ, 0, Real.cos θ],
    !![Real.cos θ, -Real.sin θ, 0; Real.sin θ, Real.cos θ, 0; 0, 0, 1]] k

/-- A kick is a choice of coordinate axis and of the sense of rotation. -/
abbrev Kick := Fin 3 × Bool

/-- The rotation by `+φ` or `-φ` that belongs to a kick. -/
def kick (φ : ℝ) (c : Kick) : Matrix (Fin 3) (Fin 3) ℝ :=
  rot (if c.2 then φ else -φ) c.1

/-- The spin after `n` successive kicks of angle `φ`, starting from `m`. -/
def spin (φ : ℝ) (m : Fin 3 → ℝ) : (n : ℕ) → (Fin n → Kick) → (Fin 3 → ℝ)
  | 0, _ => m
  | n + 1, c => kick φ (c (Fin.last n)) *ᵥ spin φ m n (fun i => c i.castSucc)

/-- The average of the final spin over all `6 ^ n` equally likely histories. -/
def meanSpin (φ : ℝ) (n : ℕ) (m : Fin 3 → ℝ) : Fin 3 → ℝ :=
  ((6 : ℝ) ^ n)⁻¹ • ∑ c : Fin n → Kick, spin φ m n c

/-- The factor `(1 + 2 cos φ) / 3`. -/
def shrink (φ : ℝ) : ℝ := (1 + 2 * Real.cos φ) / 3

/-- A rotation about a coordinate axis preserves the squared length of a vector. -/
theorem rot_length (θ : ℝ) (k : Fin 3) (v : Fin 3 → ℝ) :
    (rot θ k *ᵥ v) ⬝ᵥ (rot θ k *ᵥ v) = v ⬝ᵥ v := by
  have h := Real.sin_sq_add_cos_sq θ
  fin_cases k
  · simp [rot, Matrix.mulVec, dotProduct, Fin.sum_univ_succ]
    linear_combination (v 1 ^ 2 + v 2 ^ 2) * h
  · simp [rot, Matrix.mulVec, dotProduct, Fin.sum_univ_succ]
    linear_combination (v 0 ^ 2 + v 2 ^ 2) * h
  · simp [rot, Matrix.mulVec, dotProduct, Fin.sum_univ_succ]
    linear_combination (v 0 ^ 2 + v 1 ^ 2) * h

/-- In every single history the squared length of the spin is conserved. -/
theorem spin_length (φ : ℝ) (m : Fin 3 → ℝ) (n : ℕ) (c : Fin n → Kick) :
    spin φ m n c ⬝ᵥ spin φ m n c = m ⬝ᵥ m := by
  induction n with
  | zero => rfl
  | succ n ih => exact (rot_length _ _ _).trans (ih _)

/-- The six possible kicks of a spin `v` add up to `6 (1 + 2 cos φ) / 3` times `v`. -/
theorem sum_kick (φ : ℝ) (v : Fin 3 → ℝ) :
    ∑ k : Kick, kick φ k *ᵥ v = (6 * shrink φ) • v := by
  rw [Fintype.sum_prod_type]
  ext i
  fin_cases i <;>
    simp [kick, rot, shrink, Matrix.mulVec, dotProduct, Fin.sum_univ_succ] <;> ring

/-- The average spin after `n` random kicks of angle `φ` is `((1 + 2 cos φ) / 3) ^ n`
times the initial spin. -/
theorem meanSpin_eq (φ : ℝ) (n : ℕ) (m : Fin 3 → ℝ) :
    meanSpin φ n m = ((1 + 2 * Real.cos φ) / 3) ^ n • m := by
  have key : ∑ c : Fin n → Kick, spin φ m n c = (6 * shrink φ) ^ n • m := by
    induction n with
    | zero => simp [spin]
    | succ n ih =>
      -- split a history into its last kick and the earlier ones
      have step : ∀ (k : Kick) (c : Fin n → Kick),
          spin φ m (n + 1) (Fin.snocEquiv (fun _ : Fin (n + 1) => Kick) (k, c))
            = kick φ k *ᵥ spin φ m n c := by
        intro k c
        simp [spin, Fin.snocEquiv]
      rw [← (Fin.snocEquiv (fun _ : Fin (n + 1) => Kick)).sum_comp,
        Fintype.sum_prod_type_right]
      simp only [step, sum_kick]
      rw [← Finset.smul_sum, ih, smul_smul, pow_succ']
  have h6 : ((6 : ℝ) ^ n) ≠ 0 := by positivity
  rw [meanSpin, key, smul_smul, mul_pow, inv_mul_cancel_left₀ h6, shrink]

/-- The logarithm of `(1 + 2 cos φ) / 3` is `φ ^ 2` times a function that tends to `-1/3`
at small angle. -/
theorem log_shrink : ∃ h : ℝ → ℝ, Tendsto h (𝓝 0) (𝓝 (-1 / 3)) ∧
    ∀ φ, Real.log (shrink φ) = φ ^ 2 * h φ := by
  refine ⟨fun φ => -(1 / 3) * (dslope Real.sin 0 (φ / 2)) ^ 2 *
    dslope Real.log 1 (shrink φ), ?_, fun φ => ?_⟩
  · -- the difference quotients of sine at 0 and of the logarithm at 1 both tend to 1
    have hS : Tendsto (dslope Real.sin 0) (𝓝 0) (𝓝 1) := by
      have h : ContinuousAt (dslope Real.sin 0) 0 :=
        continuousAt_dslope_same.2 Real.differentiable_sin.differentiableAt
      have h' := h.tendsto
      rwa [dslope_same, Real.deriv_sin, Real.cos_zero] at h'
    have hL : Tendsto (dslope Real.log 1) (𝓝 1) (𝓝 1) := by
      have h : ContinuousAt (dslope Real.log 1) 1 :=
        continuousAt_dslope_same.2 (Real.differentiableAt_log one_ne_zero)
      have h' := h.tendsto
      rwa [dslope_same, Real.deriv_log, inv_one] at h'
    have half : Tendsto (fun φ : ℝ => φ / 2) (𝓝 0) (𝓝 0) :=
      Continuous.tendsto' (by fun_prop) 0 0 (by norm_num)
    have hs : Tendsto shrink (𝓝 0) (𝓝 1) :=
      Continuous.tendsto' (by unfold shrink; fun_prop) 0 1 (by norm_num [shrink])
    have e : (-1 / 3 : ℝ) = -(1 / 3) * 1 ^ 2 * 1 := by norm_num
    rw [e]
    exact (((hS.comp half).pow 2).const_mul (-(1 / 3))).mul (hL.comp hs)
  · beta_reduce
    have a := sub_smul_dslope Real.sin 0 (φ / 2)
    simp only [smul_eq_mul, sub_zero, Real.sin_zero] at a
    have b := sub_smul_dslope Real.log 1 (shrink φ)
    simp only [smul_eq_mul, sub_zero, Real.log_one] at b
    have c : shrink φ - 1 = -(4 / 3) * Real.sin (φ / 2) ^ 2 := by
      have h := Real.cos_two_mul (φ / 2)
      rw [show 2 * (φ / 2) = φ by ring] at h
      have p := Real.sin_sq_add_cos_sq (φ / 2)
      unfold shrink
      linarith
    rw [← b, c, ← a]
    ring

/-- For kick angles `φ n` that tend to zero, `((1 + 2 cos (φ n)) / 3) ^ n` tends to
`exp (-L / 3)` exactly when `n (φ n) ^ 2` tends to `L`. -/
theorem shrink_pow_tendsto_iff {φ : ℕ → ℝ} {L : ℝ} (hφ : Tendsto φ atTop (𝓝 0)) :
    Tendsto (fun n => shrink (φ n) ^ n) atTop (𝓝 (Real.exp (-L / 3))) ↔
      Tendsto (fun n : ℕ => (n : ℝ) * φ n ^ 2) atTop (𝓝 L) := by
  obtain ⟨h, h0, hh⟩ := log_shrink
  have hc : Tendsto (fun n => h (φ n)) atTop (𝓝 (-1 / 3)) := h0.comp hφ
  constructor
  · intro H
    -- take the logarithm and divide by the small-angle coefficient
    have H1 := H.log (Real.exp_pos _).ne'
    rw [Real.log_exp] at H1
    have H2 : Tendsto (fun n => Real.log (shrink (φ n) ^ n) / h (φ n)) atTop (𝓝 L) := by
      have e : L = -L / 3 / (-1 / 3) := by ring
      rw [e]
      exact H1.div hc (by norm_num)
    refine H2.congr' ?_
    filter_upwards [hc.eventually_ne (by norm_num : (-1 / 3 : ℝ) ≠ 0)] with n hn
    rw [Real.log_pow, hh, div_eq_iff hn]
    ring
  · intro H
    have hs : Continuous shrink := by unfold shrink; fun_prop
    have hpos : ∀ᶠ n in atTop, 0 < shrink (φ n) :=
      ((hs.tendsto 0).comp hφ).eventually
        (lt_mem_nhds (by norm_num [shrink] : 0 < shrink 0))
    have H1 : Tendsto (fun n : ℕ => Real.exp ((n : ℝ) * φ n ^ 2 * h (φ n))) atTop
        (𝓝 (Real.exp (-L / 3))) := by
      have e : -L / 3 = L * (-1 / 3) := by ring
      rw [e]
      exact (Real.continuous_exp.tendsto _).comp (H.mul hc)
    refine H1.congr' ?_
    filter_upwards [hpos] with n hn
    rw [mul_assoc, ← hh, ← Real.log_pow, Real.exp_log (pow_pos hn n)]

/-- For a nonzero spin and kick angles `φ n` that tend to zero, the average spin after `n`
kicks tends to `exp (-L / 3) m` exactly when `n (φ n) ^ 2` tends to `L`. -/
theorem noise_scaling {φ : ℕ → ℝ} {L : ℝ} {m : Fin 3 → ℝ} (hm : m ≠ 0)
    (hφ : Tendsto φ atTop (𝓝 0)) :
    Tendsto (fun n => meanSpin (φ n) n m) atTop (𝓝 (Real.exp (-L / 3) • m)) ↔
      Tendsto (fun n : ℕ => (n : ℝ) * φ n ^ 2) atTop (𝓝 L) := by
  rw [← shrink_pow_tendsto_iff hφ]
  simp only [meanSpin_eq, shrink]
  constructor
  · intro H
    -- read off the factor from a nonzero component of the spin
    obtain ⟨i, hi⟩ := Function.ne_iff.mp hm
    have hi' : m i ≠ 0 := hi
    have h := (tendsto_pi_nhds.mp H i).div_const (m i)
    simpa only [Pi.smul_apply, smul_eq_mul, mul_div_cancel_right₀ _ hi'] using h
  · intro H
    exact H.smul_const m

/-- With kick angle `s / √n` the average spin after `n` kicks tends to
`exp (-s ^ 2 / 3) m`. -/
theorem inverse_root_step (s : ℝ) (m : Fin 3 → ℝ) :
    Tendsto (fun n : ℕ => meanSpin (s / Real.sqrt n) n m) atTop
      (𝓝 (Real.exp (-s ^ 2 / 3) • m)) := by
  have hφ : Tendsto (fun n : ℕ => s / Real.sqrt n) atTop (𝓝 0) :=
    tendsto_const_nhds.div_atTop (Real.tendsto_sqrt_atTop.comp tendsto_natCast_atTop_atTop)
  have hL : Tendsto (fun n : ℕ => (n : ℝ) * (s / Real.sqrt n) ^ 2) atTop (𝓝 (s ^ 2)) := by
    refine tendsto_const_nhds.congr' ?_
    filter_upwards [eventually_gt_atTop 0] with n hn
    have hn' : (0 : ℝ) < n := Nat.cast_pos.mpr hn
    rw [div_pow, Real.sq_sqrt hn'.le, mul_div_cancel₀ _ hn'.ne']
  simp only [meanSpin_eq]
  exact ((shrink_pow_tendsto_iff hφ).2 hL).smul_const m

/-- With kick angle `s / n` the average spin after `n` kicks tends to the initial spin. -/
theorem inverse_step (s : ℝ) (m : Fin 3 → ℝ) :
    Tendsto (fun n : ℕ => meanSpin (s / n) n m) atTop (𝓝 m) := by
  have hφ : Tendsto (fun n : ℕ => s / (n : ℝ)) atTop (𝓝 0) :=
    tendsto_const_nhds.div_atTop tendsto_natCast_atTop_atTop
  have hL : Tendsto (fun n : ℕ => (n : ℝ) * (s / n) ^ 2) atTop (𝓝 0) := by
    have h : Tendsto (fun n : ℕ => s ^ 2 / (n : ℝ)) atTop (𝓝 0) :=
      tendsto_const_nhds.div_atTop tendsto_natCast_atTop_atTop
    refine h.congr' ?_
    filter_upwards [eventually_gt_atTop 0] with n hn
    have hn' : (n : ℝ) ≠ 0 := Nat.cast_ne_zero.mpr hn.ne'
    field_simp
  have h := ((shrink_pow_tendsto_iff hφ).2 hL).smul_const m
  rw [neg_zero, zero_div, Real.exp_zero, one_smul] at h
  simp only [meanSpin_eq]
  exact h

end

end ThermalSpinKicks
```

```lean
#print axioms ThermalSpinKicks.meanSpin_eq
#print axioms ThermalSpinKicks.noise_scaling
#print axioms ThermalSpinKicks.inverse_root_step
#print axioms ThermalSpinKicks.inverse_step
```

```
'ThermalSpinKicks.meanSpin_eq' depends on axioms: [propext, Classical.choice, Quot.sound]
'ThermalSpinKicks.noise_scaling' depends on axioms: [propext, Classical.choice, Quot.sound]
'ThermalSpinKicks.inverse_root_step' depends on axioms: [propext, Classical.choice, Quot.sound]
'ThermalSpinKicks.inverse_step' depends on axioms: [propext, Classical.choice, Quot.sound]
```

## The mean over all kick histories

A spin \(m\in\mathbb R^3\) receives \(n\) kicks. Each is a rotation by \(+\varphi\) or \(-\varphi\) about one of the axes 0, 1, 2. In the code a `Kick` is a pair of an axis and a sign, with `true` for \(+\varphi\), and `kick φ c` is the corresponding rotation matrix. A history is a function `c : Fin n → Kick`, and `spin φ m n c` is the spin at its end. `meanSpin φ n m` adds the final spins of all \(6^n\) histories and divides by \(6^n\), so equal likelihood is expressed by counting.

Write \(q(\varphi)=(1+2\cos\varphi)/3\), which is `shrink φ`. The theorem `meanSpin_eq` says that the mean is exactly \(q(\varphi)^n m\), for every \(n\), including \(n=0\), and every angle. By `spin_length`, each single history nevertheless conserves \(m\cdot m\): the mean shrinks because the directions spread.

In `noise_scaling` the angle \(\varphi_n\) depends on the number of kicks but is the same for all kicks of one run. If \(m\neq0\) and \(\varphi_n\to0\), then

\[
\text{mean}\to e^{-L/3}m\quad\Longleftrightarrow\quad n\varphi_n^2\to L .
\]

For \(m=0\) the left side would hold whatever the angles. Full turns also have to be excluded: \(\varphi_n=2\pi\) leaves the spin unchanged although \(n\varphi_n^2\) diverges. The hypothesis \(\varphi_n\to0\) does this.

The last two theorems insert particular angles. `inverse_root_step` gives the limit \(e^{-s^2/3}m\) for \(\varphi_n=s/\sqrt n\), and `inverse_step` gives \(m\) for \(\varphi_n=s/n\), so that the noise disappears.

## Noise strength and time step

Let a run of duration \(T\) have \(n=T/\Delta t\) steps. The number \(s\) sets the noise strength: \(s^2\) is the sum of the squared kick angles over the run. The angle \(s/\sqrt n=s\sqrt{\Delta t/T}\) grows as \(\sqrt{\Delta t}\). A random field held constant during a step turns the spin by an angle proportional to field times \(\Delta t\), so its amplitude must scale as \(1/\sqrt{\Delta t}\).

To obtain a decay rate \(\Gamma\) of the mean, to leading order for \(\Gamma\,\Delta t\ll1\), one sets \(\varphi=\sqrt{3\Gamma\,\Delta t}\) and, at each step, draws an axis and a sign, all six choices being equally likely, and applies the rotation. With \(\Gamma T=1/3\) and 100 steps, the angle is 0.1 and the mean falls to 0.7163 of its initial value. With 400 steps and angle 0.05 it falls to 0.7165. Had the angle been quartered to 0.025, it would have fallen only to 0.920.

The model has a single spin and no deterministic motion. Its kicks have a fixed size, where a thermal field is usually drawn from a Gaussian. The limits concern the mean spin, not the distribution of its directions, and without damping the model does not describe relaxation to a thermal equilibrium in a field.

## From one kick to n kicks

A rotation by \(\theta\) about axis 2 changes the components \(v_0,v_1\) only, and

\[
(v_0\cos\theta-v_1\sin\theta)^2+(v_0\sin\theta+v_1\cos\theta)^2=v_0^2+v_1^2 .
\]

The other axes are alike. `rot_length` checks the three cases, with `linear_combination` supplying \(\sin^2\theta+\cos^2\theta=1\), and `spin_length` repeats the step by induction.

Next, add the rotations by \(+\varphi\) and \(-\varphi\) about one axis. The sines cancel, leaving a diagonal matrix with 2 on that axis and \(2\cos\varphi\) on the other two. Summed over the axes, every diagonal entry is \(2+4\cos\varphi=6q(\varphi)\). This is `sum_kick`.

Let \(S_n\) be the sum of the final spins over all histories. Splitting off the last kick and summing over it first gives

\[
S_{n+1}=6q(\varphi)\,S_n,\qquad S_0=m,
\]

so \(S_n=(6q(\varphi))^n m\), and division by \(6^n\) gives the mean. In `meanSpin_eq`, `Fin.snocEquiv` does the splitting, and `sum_kick` evaluates the inner sum.

## The small-angle logarithm

The half-angle formula gives \(q(\varphi)-1=-\tfrac43\sin^2(\varphi/2)\). Hence, for small \(\varphi\neq0\), \(\log q(\varphi)=\varphi^2h(\varphi)\) with

\[
h(\varphi)=-\frac13\left(\frac{\sin(\varphi/2)}{\varphi/2}\right)^2\frac{\log q(\varphi)}{q(\varphi)-1}\;\longrightarrow\;-\frac13 ,
\]

since both quotients tend to 1. `log_shrink` writes them with `dslope`, a difference quotient that takes the value of the derivative where the two points coincide, so \(\varphi=0\) needs no separate case.

Suppose \(n\varphi_n^2\to L\). For large \(n\), \(q(\varphi_n)\) is positive, and

\[
q(\varphi_n)^n=\exp\!\big(n\varphi_n^2\,h(\varphi_n)\big)\to e^{-L/3}.
\]

Conversely, if \(q(\varphi_n)^n\to e^{-L/3}\), taking logarithms gives \(n\varphi_n^2h(\varphi_n)\to-L/3\). Dividing by \(h(\varphi_n)\to-1/3\) gives \(n\varphi_n^2\to L\). These are the two halves of `shrink_pow_tendsto_iff`. To pass from the factor to the vector, `noise_scaling` multiplies by \(m\) in one direction and divides by a nonzero component \(m_i\) in the other.

For \(\varphi_n=s/\sqrt n\) and \(n>0\), \(n\varphi_n^2=s^2\). For \(\varphi_n=s/n\) it is \(s^2/n\to0\). Inserting these values of \(L\) proves the last two theorems.

The same logarithm settles, by hand, the case of noise that is too strong: if \(\varphi_n\to0\) but \(n\varphi_n^2\to\infty\), the exponent tends to \(-\infty\) and the mean spin vanishes. An angle \(s/n^{1/4}\) with \(s\neq0\) is an example.
